# The derivative of exp(A + tB) at t = 0 as an integral, for complex square matrices

Q: You let the strength t of the perturbation be a complex number. My coupling constants are real. Have you changed the problem?

A: I have asked for more than you need. Let A and B be complex n × n matrices, where A is the unperturbed exponent and B its perturbation. For a thermal problem take A = −βH and B = −βV, with H the Hamiltonian, V the perturbing operator and β the inverse temperature. A derivative in complex t is a limit that exists along every direction in the plane, so it gives the derivative along the real axis too.

Q: A derivative of matrices also needs a norm. Which one?

A: The `open scoped` line selects the operator norm given by the largest row sum of absolute values. It isn't the spectral norm you may have in mind, but in finite dimension all norms are equivalent, so the derivative is the same.

```lean
import Mathlib

open NormedSpace (exp)
open scoped Matrix.Norms.Operator Topology

namespace MatrixExpDerivative

noncomputable section

variable {n : Type*} [Fintype n] [DecidableEq n]
```

Q: And what is the derivative supposed to be?

A: It is the response

R = ∫₀¹ exp(sA) B exp((1−s)A) ds.

The perturbation acts once, after a fraction of the propagation by A, and we integrate over where it acts. In Lean this is `expResponse A B`. The variable s is real, `s • A` is A multiplied by s, and the integral can be read entry by entry.

```lean
/-- The first-order response of `exp A` to a perturbation `B`: the integral of
`exp (sA) B exp ((1-s)A)` over `s` from 0 to 1. -/
def expResponse (A B : Matrix n n ℂ) : Matrix n n ℂ :=
  ∫ s in (0 : ℝ)..1, exp (s • A) * B * exp ((1 - s) • A)
```

Q: A definition proves nothing. Derive it.

A: Two facts come first. The exponential is continuous, so all the integrands below are continuous in s. Also, sA and (1−s)A commute, both being multiples of A, so

exp((1−s)A) exp(sA) = exp A.

These are the next two lemmas.

```lean
/-- The exponential of a continuously varying matrix varies continuously. -/
theorem continuous_exp_comp {X : Type*} [TopologicalSpace X] {f : X → Matrix n n ℂ}
    (hf : Continuous f) : Continuous fun x => exp (f x) :=
  NormedSpace.exp_continuous.comp hf

/-- Propagation by `sA` followed by propagation by `(1-s)A` is propagation by `A`. -/
theorem exp_split (A : Matrix n n ℂ) (s : ℝ) :
    exp ((1 - s) • A) * exp (s • A) = exp A := by
  rw [← Matrix.exp_add_of_commute _ _
    (((Commute.refl A).smul_left (1 - s)).smul_right s), ← add_smul,
    sub_add_cancel, one_smul]
```

Now take any second matrix X of the same size and interpolate between the two exponentials:

F(s) = exp(sX) exp((1−s)A), with F(0) = exp A and F(1) = exp X.

The product rule, with the order of the factors kept, gives

F′(s) = exp(sX) X exp((1−s)A) − exp(sX) A exp((1−s)A)

= exp(sX) (X − A) exp((1−s)A).

Integrating from 0 to 1 yields Duhamel's identity for two constant matrices:

exp X − exp A = ∫₀¹ exp(sX) (X − A) exp((1−s)A) ds.

In the proof, `h1` and `h2` differentiate the two factors, `h` combines them by the product rule, and the fundamental theorem of calculus finishes the argument.

```lean
/-- Duhamel's identity: `exp X - exp A` is the integral of `exp (sX) (X - A) exp ((1-s)A)` over `s`
from 0 to 1. -/
theorem duhamel (X A : Matrix n n ℂ) :
    exp X - exp A = ∫ s in (0 : ℝ)..1, exp (s • X) * (X - A) * exp ((1 - s) • A) := by
  -- the integrand is the derivative of an interpolation from exp A to exp X
  have h : ∀ s : ℝ, HasDerivAt (fun u : ℝ => exp (u • X) * exp ((1 - u) • A))
      (exp (s • X) * (X - A) * exp ((1 - s) • A)) s := by
    intro s
    have h1 : HasDerivAt (fun u : ℝ => exp (u • X)) (exp (s • X) * X) s :=
      hasDerivAt_exp_smul_const X s
    have h2 : HasDerivAt (fun u : ℝ => exp ((1 - u) • A))
        (-(A * exp ((1 - s) • A))) s :=
      HasDerivAt.comp_const_sub 1 s (hasDerivAt_exp_smul_const' A (1 - s))
    refine (h1.fun_mul h2).congr_deriv ?_
    rw [mul_sub, sub_mul, mul_neg, ← mul_assoc, ← sub_eq_add_neg]
  have hc : Continuous fun s : ℝ => exp (s • X) * (X - A) * exp ((1 - s) • A) := by
    refine ((continuous_exp_comp ?_).mul continuous_const).mul (continuous_exp_comp ?_) <;>
      fun_prop
  rw [intervalIntegral.integral_eq_sub_of_hasDerivAt (fun s _ => h s)
    (hc.intervalIntegrable 0 1)]
  simp [NormedSpace.exp_zero]
```

Q: That is an exact difference. Where does the derivative come from?

A: Put X = A + tB. Then X − A = tB, and the factor t leaves the integral:

exp(A + tB) − exp A = t g(t),

g(t) = ∫₀¹ exp(s(A + tB)) B exp((1−s)A) ds.

For t ≠ 0 the difference quotient is therefore exactly g(t). The integrand is continuous in t and s together, and s runs over a bounded closed interval, so g is continuous. As t → 0 the quotient tends to g(0) = R. No power series has been expanded and no remainder estimated.

The Lean proof has the same shape: `key` is the exact difference, `hg` the continuity of g, and `h0` the equality g(0) = R. The final lines pass to the limit of the slope through nonzero t. The conclusion, `HasDerivAt ... (expResponse A B) 0`, says that exp(A + tB) = exp A + tR + o(t).

```lean
/-- The derivative of `exp (A + tB)` at `t = 0` is the integral of
`exp (sA) B exp ((1-s)A)` over `s` from 0 to 1. -/
theorem hasDerivAt_exp_add_smul (A B : Matrix n n ℂ) :
    HasDerivAt (fun t : ℂ => exp (A + t • B)) (expResponse A B) 0 := by
  let g : ℂ → Matrix n n ℂ := fun t =>
    ∫ s in (0 : ℝ)..1, exp (s • (A + t • B)) * B * exp ((1 - s) • A)
  have hj : Continuous (Function.uncurry fun (t : ℂ) (s : ℝ) =>
      exp (s • (A + t • B)) * B * exp ((1 - s) • A)) := by
    simp only [Function.uncurry_def]
    refine ((continuous_exp_comp ?_).mul continuous_const).mul (continuous_exp_comp ?_) <;>
      fun_prop
  have hg : Continuous g :=
    intervalIntegral.continuous_parametric_intervalIntegral_of_continuous' hj 0 1
  have h0 : g 0 = expResponse A B := by simp [g, expResponse]
  -- Duhamel's identity gives the exact finite difference
  have key : ∀ t : ℂ, exp (A + t • B) - exp A = t • g t := by
    intro t
    rw [duhamel]
    simp only [g, add_sub_cancel_left, mul_smul_comm, smul_mul_assoc,
      intervalIntegral.integral_smul]
  have hiff := hasDerivAt_iff_tendsto_slope
    (f := fun t : ℂ => exp (A + t • B)) (f' := g 0) (x := 0)
  rw [← h0]
  refine hiff.mpr (((hg.tendsto 0).mono_left nhdsWithin_le_nhds).congr' ?_)
  filter_upwards [self_mem_nhdsWithin] with t ht
  have ht' : t ≠ 0 := ht
  change g t = (t - 0)⁻¹ • (exp (A + t • B) - exp (A + (0 : ℂ) • B))
  rw [sub_zero, zero_smul, add_zero, key t, inv_smul_smul₀ ht']
```

Q: In thermodynamics I write the derivative of the partition function as if everything commuted. Is that wrong?

A: It is right, because of the trace. The trace is linear and continuous, so it can be moved inside the integral, and cyclicity joins the two partial exponentials:

Tr(exp(sA) B exp((1−s)A)) = Tr(exp((1−s)A) exp(sA) B) = Tr(exp(A) B) = Tr(B exp A).

The integrand no longer depends on s, and the interval has length one, so Tr R = Tr(B exp A). In the proof, `ht` is the cyclic step and `L` is the trace as a continuous linear map, which is what allows it to pass through the integral.

```lean
/-- The trace of the first-order response is `Tr (B exp A)`. -/
theorem trace_expResponse (A B : Matrix n n ℂ) :
    (expResponse A B).trace = (B * exp A).trace := by
  let L : Matrix n n ℂ →L[ℂ] ℂ :=
    LinearMap.toContinuousLinearMap (Matrix.traceLinearMap n ℂ ℂ)
  have hc : Continuous fun s : ℝ => exp (s • A) * B * exp ((1 - s) • A) := by
    refine ((continuous_exp_comp ?_).mul continuous_const).mul (continuous_exp_comp ?_) <;>
      fun_prop
  -- cyclicity joins the two partial exponentials
  have ht : ∀ s : ℝ, (exp (s • A) * B * exp ((1 - s) • A)).trace = (B * exp A).trace := by
    intro s
    rw [Matrix.trace_mul_cycle, exp_split, Matrix.trace_mul_comm]
  calc (expResponse A B).trace
      = ∫ s in (0 : ℝ)..1, (exp (s • A) * B * exp ((1 - s) • A)).trace :=
        (L.intervalIntegral_comp_comm (hc.intervalIntegrable 0 1)).symm
    _ = (B * exp A).trace := by
        simp only [ht, intervalIntegral.integral_const, sub_zero, one_smul]
```

Applying the same map to the derivative of exp(A + tB) gives the derivative of the trace.

```lean
/-- The derivative of `Tr exp (A + tB)` at `t = 0` is `Tr (B exp A)`, whether or not
`A` and `B` commute. -/
theorem hasDerivAt_trace_exp (A B : Matrix n n ℂ) :
    HasDerivAt (fun t : ℂ => (exp (A + t • B)).trace) (B * exp A).trace 0 := by
  let L : Matrix n n ℂ →L[ℂ] ℂ :=
    LinearMap.toContinuousLinearMap (Matrix.traceLinearMap n ℂ ℂ)
  rw [← trace_expResponse]
  exact L.hasFDerivAt.comp_hasDerivAt (0 : ℂ) (hasDerivAt_exp_add_smul A B)
```

With A = −βH and B = −βV, this says that the partition function Z = Tr exp(−β(H + tV)) of a Hamiltonian in a finite orthonormal basis has the derivative −β Tr(V exp(−βH)) at t = 0. For Hermitian H, dividing by −βZ turns this into the familiar first-order change of the free energy, the thermal average of V.

Q: When may I drop the integral for the matrix itself?

A: Commutation is enough. If AB = BA, then B also commutes with exp((1−s)A), and

exp(sA) B exp((1−s)A) = exp(sA) exp((1−s)A) B = exp(A) B = B exp A.

The integrand is again constant, so R = B exp A. The condition enters Lean as the hypothesis `h : A * B = B * A`. Physically, it says that the perturbation commutes with the unperturbed Hamiltonian. In the proof, `hs` is the displayed chain.

```lean
/-- If `A` and `B` commute, the derivative of `exp (A + tB)` at `t = 0` is `B exp A`. -/
theorem hasDerivAt_exp_of_commute (A B : Matrix n n ℂ) (h : A * B = B * A) :
    HasDerivAt (fun t : ℂ => exp (A + t • B)) (B * exp A) 0 := by
  have hs : ∀ s : ℝ, exp (s • A) * B * exp ((1 - s) • A) = B * exp A := by
    intro s
    have hBA : Commute B A := h.symm
    have hB : B * exp ((1 - s) • A) = exp ((1 - s) • A) * B :=
      (hBA.smul_right (1 - s)).exp_right
    have hE : B * exp A = exp A * B := hBA.exp_right
    have hsplit := exp_split A (1 - s)
    rw [sub_sub_cancel] at hsplit
    rw [mul_assoc, hB, ← mul_assoc, hsplit, hE]
  have hr : expResponse A B = B * exp A := by
    simp only [expResponse, hs, intervalIntegral.integral_const, sub_zero, one_smul]
  exact hr ▸ hasDerivAt_exp_add_smul A B
```

Q: Show me a case where that shortcut fails.

A: Choose A with A² = 0, so that everything can be computed. The exponential series stops after two terms, and exp A = 1 + A.

```lean
/-- The exponential of a matrix with square zero is `1 + A`. -/
theorem exp_of_sq_zero (A : Matrix n n ℂ) (h : A * A = 0) : exp A = 1 + A := by
  rw [NormedSpace.exp_eq_tsum ℂ]
  refine (tsum_eq_sum (s := Finset.range 2) ?_).trans ?_
  · intro k hk
    obtain ⟨m, rfl⟩ := Nat.exists_eq_add_of_le (not_lt.mp (Finset.mem_range.not.mp hk))
    rw [pow_add, pow_two, h, zero_mul, smul_zero]
  · simp [Finset.sum_range_succ]
```

Since (sA)² = 0 as well, the integrand is a polynomial in s:

(1 + sA) B (1 + (1−s)A) = B + s AB + (1−s) BA + (s − s²) ABA.

The integrals of s, 1−s and s − s² over [0,1] are 1/2, 1/2 and 1/6. Hence

R = B + (AB + BA)/2 + ABA/6.

In the proof, `hi` expands the integrand and `hF` supplies its antiderivative.

```lean
/-- If `A` has square zero, the first-order response is
`B + (AB + BA)/2 + ABA/6`. -/
theorem expResponse_of_sq_zero (A B : Matrix n n ℂ) (h : A * A = 0) :
    expResponse A B =
      B + (1 / 2 : ℝ) • (A * B + B * A) + (1 / 6 : ℝ) • (A * B * A) := by
  have hexp : ∀ s : ℝ, exp (s • A) = 1 + s • A := fun s =>
    exp_of_sq_zero _ (by rw [smul_mul_assoc, mul_smul_comm, h, smul_zero, smul_zero])
  have hi : ∀ s : ℝ, exp (s • A) * B * exp ((1 - s) • A) =
      B + s • (A * B) + (1 - s) • (B * A) + (s - s ^ 2) • (A * B * A) := by
    intro s
    rw [hexp, hexp]
    simp only [add_mul, mul_add, one_mul, mul_one, smul_mul_assoc, mul_smul_comm]
    module
  -- an explicit antiderivative of the polynomial integrand
  have hF : ∀ s : ℝ, HasDerivAt (fun u : ℝ => u • B + (u ^ 2 / 2) • (A * B)
      + (u - u ^ 2 / 2) • (B * A) + (u ^ 2 / 2 - u ^ 3 / 3) • (A * B * A))
      (B + s • (A * B) + (1 - s) • (B * A) + (s - s ^ 2) • (A * B * A)) s := by
    intro s
    have h1 : HasDerivAt (fun u : ℝ => u) 1 s := hasDerivAt_id' s
    have h2 : HasDerivAt (fun u : ℝ => u ^ 2 / 2) s s :=
      ((hasDerivAt_pow 2 s).div_const 2).congr_deriv (by norm_num)
    have h3 : HasDerivAt (fun u : ℝ => u ^ 3 / 3) (s ^ 2) s :=
      ((hasDerivAt_pow 3 s).div_const 3).congr_deriv (by norm_num)
    refine ((((h1.smul_const B).fun_add (h2.smul_const (A * B))).fun_add
      ((h1.fun_sub h2).smul_const (B * A))).fun_add
      ((h2.fun_sub h3).smul_const (A * B * A))).congr_deriv ?_
    rw [one_smul]
  have hc : Continuous fun s : ℝ =>
      B + s • (A * B) + (1 - s) • (B * A) + (s - s ^ 2) • (A * B * A) := by
    fun_prop
  simp only [expResponse, hi]
  rw [intervalIntegral.integral_eq_sub_of_hasDerivAt (fun s _ => hF s)
    (hc.intervalIntegrable 0 1)]
  module
```

Now let A = E12 and B = E21, where Eij has a single 1 in row i, column j. This A isn't Hermitian, so it is not −βH for a Hermitian Hamiltonian H. The pair is an algebraic counter-example, not a thermal model. Then AB = E11, BA = E22 and ABA = E12. Writing matrices by rows,

R = [[1/2, 1/6], [1, 1/2]],

B exp A = E21 (1 + E12) = E21 + E22 = [[0, 0], [1, 1]].

Without the commutation hypothesis, then, the formula B exp A can fail, here already in the upper left entry. Both matrices have trace 1, as the trace theorem requires. The last theorem states the derivative, the product and the fact that they differ. Lean counts rows and columns from 0, so the entry compared at the end of its proof, `h00`, is the upper left one.

```lean
/-- For `A = E12` and `B = E21` the derivative of `exp (A + tB)` at `t = 0` is `[[1/2, 1/6], [1,
1/2]]`, the product `B exp A` is `[[0, 0], [1, 1]]`, and the derivative differs from `B exp A`. -/
theorem matrix_units_derivative :
    HasDerivAt (fun t : ℂ => exp (!![0, 1; 0, 0] + t • !![0, 0; 1, 0]))
      (!![1 / 2, 1 / 6; 1, 1 / 2] : Matrix (Fin 2) (Fin 2) ℂ) 0 ∧
    (!![0, 0; 1, 0] : Matrix (Fin 2) (Fin 2) ℂ) * exp !![0, 1; 0, 0] = !![0, 0; 1, 1] ∧
    (!![1 / 2, 1 / 6; 1, 1 / 2] : Matrix (Fin 2) (Fin 2) ℂ) ≠
      !![0, 0; 1, 0] * exp !![0, 1; 0, 0] := by
  have hA : (!![0, 1; 0, 0] : Matrix (Fin 2) (Fin 2) ℂ) * !![0, 1; 0, 0] = 0 := by
    ext i j
    fin_cases i <;> fin_cases j <;> simp [Matrix.mul_apply, Fin.sum_univ_succ]
  have hr : expResponse (!![0, 1; 0, 0] : Matrix (Fin 2) (Fin 2) ℂ) !![0, 0; 1, 0] =
      !![1 / 2, 1 / 6; 1, 1 / 2] := by
    rw [expResponse_of_sq_zero _ _ hA]
    ext i j
    fin_cases i <;> fin_cases j <;> simp
  have hp : (!![0, 0; 1, 0] : Matrix (Fin 2) (Fin 2) ℂ) * exp !![0, 1; 0, 0] =
      !![0, 0; 1, 1] := by
    rw [exp_of_sq_zero _ hA]
    ext i j
    fin_cases i <;> fin_cases j <;> simp [Matrix.mul_apply, Fin.sum_univ_succ]
  refine ⟨hr ▸ hasDerivAt_exp_add_smul _ _, hp, ?_⟩
  -- the upper left entries are 1/2 and 0
  rw [hp]
  intro h
  have h00 := congrFun (congrFun h 0) 0
  simp at h00

end

end MatrixExpDerivative
```

Q: Can I check those entries without your integral?

A: Yes. The matrix M = A + tB = [[0, 1], [t, 0]] satisfies M² = t·1. Separating even and odd powers in the exponential series gives

exp M = c(t)·1 + d(t) M,

c(t) = 1 + t/2 + t²/24 + …,

d(t) = 1 + t/6 + t²/120 + ….

At t = 0.1 we have c ≈ 1.05042 and d ≈ 1.01675. Subtracting exp A = [[1, 1], [0, 1]] and dividing by 0.1 gives

[[0.5042, 0.1675], [1.0168, 0.5042]].

This is already close to R, and the linear coefficients of the series reproduce R exactly.

Q: So what may I not read into these theorems?

A: They concern finite matrices. An unbounded Hamiltonian on an infinite-dimensional space would need questions of domain and trace class to be settled first. The perturbation is linear in one parameter, and A and B don't depend on time, so a driven system with a time-ordered exponential isn't covered. Nor is the normalised density matrix exp(−βH)/Z: its response has a further term from the change of Z. On the other hand, A and B need not be Hermitian, so A = −iτH and B = −iτV, with τ the elapsed time and ħ = 1, are admissible. The integral then gives the first-order change of the propagator under a static perturbation in a finite orthonormal basis.

Q: And the derivative at a coupling other than zero?

A: Replace A by A + t₀B, where t₀ is the coupling you want. The theorem holds for every A, so it applies to the shifted matrix as it stands. For the commuting case nothing else changes, since B commutes with A + t₀B whenever it commutes with A.

```lean
#print axioms MatrixExpDerivative.hasDerivAt_exp_add_smul
#print axioms MatrixExpDerivative.hasDerivAt_trace_exp
#print axioms MatrixExpDerivative.hasDerivAt_exp_of_commute
#print axioms MatrixExpDerivative.matrix_units_derivative
```

```
'MatrixExpDerivative.hasDerivAt_exp_add_smul' depends on axioms: [propext, Classical.choice, Quot.sound]
'MatrixExpDerivative.hasDerivAt_trace_exp' depends on axioms: [propext, Classical.choice, Quot.sound]
'MatrixExpDerivative.hasDerivAt_exp_of_commute' depends on axioms: [propext, Classical.choice, Quot.sound]
'MatrixExpDerivative.matrix_units_derivative' depends on axioms: [propext, Classical.choice, Quot.sound]
```
